# An exponential bound on bond orders in gapped nearest-neighbour models

In an insulator or a closed-shell molecule, electrons occupy levels below a gap. How quickly does the bond order between two atoms fall as they are taken further apart?

Take finitely many sites, one orthonormal basis orbital on each, and a real symmetric one-electron Hamiltonian \(H\) whose orthonormal orbitals have energies \(E_k\) and coefficients \(C_{ik}\). Energies are measured from the Fermi level. The bond order is

\[
P_{ij}=\sum_k n_k C_{ik}C_{jk},\qquad n_k=2\ (E_k<0),\quad n_k=0\ (E_k\ge 0).
\]

If \(H\) couples only neighbours or a site to itself, and \(0<a\le|E_k|\le b\), then sites at least \(d\ge1\) bonds apart satisfy

\[
|P_{ij}|\le(1-a^2/b^2)^{\lfloor d/2\rfloor}\le(1-a^2/b^2)^{(d-1)/2}.
\]

Here \(a\) is an energy, not a lattice constant; with the Fermi level at mid-gap it can be half the gap. This is an upper bound; the actual decay can be much faster. For such non-interacting models, if \(a/b\) stays above a fixed positive value as the system grows, the bound supports neglecting distant density-matrix elements in linear-scaling calculations. Applying it to a real solid requires further approximations: an effective one-electron description of the interacting electrons, and a Hamiltonian of strictly finite range in an orthonormal basis.

```lean
import Mathlib

open Matrix

namespace GappedBondOrder

noncomputable section

variable {V : Type*} [Fintype V] [DecidableEq V]

/-- The bond-order matrix of orbitals `C` (one per column) with energies `E`: every orbital of
negative energy holds two electrons, all others are empty. -/
def bondOrder (C : Matrix V V ℝ) (E : V → ℝ) : Matrix V V ℝ :=
  C * diagonal (fun k => if E k < 0 then 2 else 0) * Cᵀ
```

## Energies between \(a\) and \(b\) in magnitude

The hypotheses `ha` and `hab` express the gap and the spectral width. They control a polynomial approximation to \(\operatorname{sign}y=y[1-(1-y^2)]^{-1/2}\), where \(y=E/b\):

\[
s_m(y)=\sum_{k<m}c_k\,y(1-y^2)^k,\quad c_0=1,\quad (2k+2)c_{k+1}=(2k+1)c_k.
\]

In Lean these are `coeff` and `signPoly`, the latter for numbers and matrices alike. `HasRange` says that a matrix vanishes beyond a given distance.

```lean
/-- The Taylor coefficients of `(1 - x)^(-1/2)`, given by their recursion. -/
def coeff : ℕ → ℝ
  | 0 => 1
  | k + 1 => coeff k * ((2 * k + 1) / (2 * k + 2))

/-- The odd polynomial `∑ k < m, coeff k * y * (1 - y²)^k`, for a number or a matrix `y`. -/
def signPoly {A : Type*} [Ring A] [Algebra ℝ A] (m : ℕ) (y : A) : A :=
  ∑ k ∈ Finset.range m, coeff k • (y * (1 - y ^ 2) ^ k)

/-- A matrix has range `p` if it has no elements between sites more than `p` bonds apart. -/
def HasRange (G : SimpleGraph V) (M : Matrix V V ℝ) (p : ℕ) : Prop :=
  ∀ i j, (p : ℕ∞) < G.edist i j → M i j = 0
```

By induction, \(s_{m+1}'=(2m+1)c_m(1-y^2)^m\). The next term contributes

\[
c_{m+1}(1-y^2)^m\left[(2m+3)(1-y^2)-(2m+2)\right],
\]

and the recursion cancels its last part against the old slope. So \(s_{m+1}\) rises on \([0,1]\) to \(s_{m+1}(1)=1\). Next, \(\varphi=s_{m+1}+(1-y^2)^{m+1}\) equals 1 at both ends, and

\[
\varphi'=(2m+2)(1-y^2)^m(c_{m+1}-y).
\]

Since \(0\le c_{m+1}\le1\), \(\varphi\) rises and then falls, so \(\varphi\ge1\). Hence \(0\le1-s_m(y)\le(1-y^2)^m\) on \([0,1]\); for \(m=0\) this holds because \(s_0=0\). Negative energies follow because \(s_m\) is odd.

`signPoly_error` follows these steps, with monotonicity lemmas on either side of `coeff (m + 1)`.

```lean
lemma coeff_succ (m : ℕ) : coeff (m + 1) * (2 * m + 2) = coeff m * (2 * m + 1) := by
  have h : (2 * (m : ℝ) + 2) ≠ 0 := by positivity
  rw [show coeff (m + 1) = coeff m * ((2 * m + 1) / (2 * m + 2)) from rfl]
  field_simp

lemma coeff_mem (m : ℕ) : 0 ≤ coeff m ∧ coeff m ≤ 1 := by
  induction m with
  | zero => simp [coeff]
  | succ m ih =>
    have h := coeff_succ m
    have hm : (0 : ℝ) ≤ m := Nat.cast_nonneg m
    constructor
    · exact mul_nonneg ih.1 (by positivity)
    · by_contra hc
      nlinarith [mul_nonneg (sub_nonneg.2 ih.2) hm, not_le.1 hc]

lemma hasDerivAt_gap (y : ℝ) : HasDerivAt (fun z : ℝ => 1 - z ^ 2) (-(2 * y)) y := by
  simpa using (hasDerivAt_pow 2 y).const_sub 1

/-- The slope of the polynomial with `m + 1` terms is a multiple of `(1 - y²)^m`. -/
theorem hasDerivAt_signPoly (m : ℕ) (y : ℝ) :
    HasDerivAt (fun z : ℝ => signPoly (m + 1) z) ((2 * m + 1) * coeff m * (1 - y ^ 2) ^ m) y := by
  induction m with
  | zero => simpa [signPoly, coeff] using hasDerivAt_id' y
  | succ m ih =>
    have ht := ((hasDerivAt_id' y).fun_mul ((hasDerivAt_gap y).fun_pow (m + 1))).const_mul
      (coeff (m + 1))
    have hs : (fun z : ℝ => signPoly (m + 1 + 1) z) = fun z =>
        signPoly (m + 1) z + coeff (m + 1) * (z * (1 - z ^ 2) ^ (m + 1)) := by
      funext z
      rw [signPoly, Finset.sum_range_succ]
      rfl
    rw [hs]
    refine (ih.fun_add ht).congr_deriv ?_
    simp only [Nat.add_sub_cancel, Nat.cast_add, Nat.cast_one]
    linear_combination (-(1 - y ^ 2) ^ m) * coeff_succ m

/-- On `[0, 1]` the polynomial with `m` terms differs from one by at most `(1 - y²)^m`. -/
theorem signPoly_error (m : ℕ) {y : ℝ} (h0 : 0 ≤ y) (h1 : y ≤ 1) :
    |1 - signPoly m y| ≤ (1 - y ^ 2) ^ m := by
  cases m with
  | zero => simp [signPoly]
  | succ m =>
    have f0 : signPoly (m + 1) (0 : ℝ) = 0 := by simp [signPoly]
    have f1 : signPoly (m + 1) (1 : ℝ) = 1 := by
      rw [signPoly, Finset.sum_range_succ']
      simp [coeff]
    obtain ⟨c0, c1⟩ := coeff_mem (m + 1)
    have hpow : ∀ z : ℝ, 0 ≤ z → z ≤ 1 → 0 ≤ (1 - z ^ 2) ^ m := fun z hz hz' =>
      pow_nonneg (by nlinarith) m
    -- the polynomial rises to its value one at `y = 1`
    have hF : MonotoneOn (fun z : ℝ => signPoly (m + 1) z) (Set.Icc 0 1) := by
      refine monotoneOn_of_deriv_nonneg (convex_Icc 0 1)
        (fun z _ => (hasDerivAt_signPoly m z).continuousAt.continuousWithinAt)
        (fun z _ => (hasDerivAt_signPoly m z).differentiableAt.differentiableWithinAt) ?_
      intro z hz
      rw [interior_Icc] at hz
      rw [(hasDerivAt_signPoly m z).deriv]
      exact mul_nonneg (mul_nonneg (by positivity) (coeff_mem m).1) (hpow z hz.1.le hz.2.le)
    have hup : signPoly (m + 1) y ≤ 1 := by
      have h := hF ⟨h0, h1⟩ ⟨zero_le_one, le_refl 1⟩ h1
      simpa only [f1] using h
    -- polynomial plus error bound is one at both ends, with a single maximum in between
    let φ : ℝ → ℝ := fun z => signPoly (m + 1) z + (1 - z ^ 2) ^ (m + 1)
    have hφ : ∀ z, HasDerivAt φ ((2 * m + 2) * (1 - z ^ 2) ^ m * (coeff (m + 1) - z)) z := by
      intro z
      refine ((hasDerivAt_signPoly m z).fun_add
        ((hasDerivAt_gap z).fun_pow (m + 1))).congr_deriv ?_
      simp only [Nat.add_sub_cancel, Nat.cast_add, Nat.cast_one]
      linear_combination (-(1 - z ^ 2) ^ m) * coeff_succ m
    have hlow : 1 ≤ φ y := by
      rcases le_total y (coeff (m + 1)) with hy | hy
      · have hm : MonotoneOn φ (Set.Icc 0 (coeff (m + 1))) := by
          refine monotoneOn_of_deriv_nonneg (convex_Icc _ _)
            (fun z _ => (hφ z).continuousAt.continuousWithinAt)
            (fun z _ => (hφ z).differentiableAt.differentiableWithinAt) ?_
          intro z hz
          rw [interior_Icc] at hz
          rw [(hφ z).deriv]
          exact mul_nonneg (mul_nonneg (by positivity)
            (hpow z hz.1.le (hz.2.le.trans c1))) (sub_nonneg.2 hz.2.le)
        have h := hm ⟨le_refl 0, c0⟩ ⟨h0, hy⟩ h0
        have e : φ 0 = 1 := by simp [φ, f0]
        rwa [e] at h
      · have hm : AntitoneOn φ (Set.Icc (coeff (m + 1)) 1) := by
          refine antitoneOn_of_deriv_nonpos (convex_Icc _ _)
            (fun z _ => (hφ z).continuousAt.continuousWithinAt)
            (fun z _ => (hφ z).differentiableAt.differentiableWithinAt) ?_
          intro z hz
          rw [interior_Icc] at hz
          rw [(hφ z).deriv]
          have hA : 0 ≤ (2 * (m : ℝ) + 2) * (1 - z ^ 2) ^ m :=
            mul_nonneg (by positivity) (hpow z (c0.trans hz.1.le) hz.2.le)
          linarith [mul_nonneg hA (sub_nonneg.2 hz.1.le)]
        have h := hm ⟨hy, h1⟩ ⟨c1, le_refl 1⟩ h1
        have e : φ 1 = 1 := by simp [φ, f1]
        rwa [e] at h
    rw [abs_of_nonneg (sub_nonneg.2 hup)]
    change 1 ≤ signPoly (m + 1) y + (1 - y ^ 2) ^ (m + 1) at hlow
    linarith

lemma signPoly_neg (m : ℕ) (y : ℝ) : signPoly m (-y) = -signPoly m y := by
  rw [signPoly, signPoly, ← Finset.sum_neg_distrib]
  refine Finset.sum_congr rfl fun k _ => ?_
  rw [neg_sq, neg_mul, smul_neg]
```

Both limits matter, as two Hückel chains with zero site energies and coupling \(-t\), \(t>0\), show by elementary arithmetic. The three-site chain has energies \(0,\pm\sqrt2\,t\) and \(P_{13}=1/2\). Imposing \(a\le|E|\) only on nonzero energies would allow \(a=b=\sqrt2\,t\) and predict zero. In the four-site chain \(P_{14}=-1/\sqrt5\); letting \(b\) bound only the frontier energies would allow \(a=b=(\sqrt5-1)t/2\), again predicting zero.

## Couplings only on sites and along bonds

The hypothesis `hH` makes \(H/b\) a matrix of range 1. In \((AB)_{ij}=\sum_k A_{ik}B_{kj}\), the triangle inequality makes every term vanish beyond the sum of the two ranges. Term \(k\) of \(s_m(H/b)\) therefore has range \(2k+1\le2m-1\), and the polynomial vanishes between sites \(2m\) or more bonds apart.

```lean
omit [DecidableEq V] in
/-- If `A` has range `p` and `B` has range `q`, their product has range `p + q`. -/
theorem hasRange_mul {G : SimpleGraph V} {A B : Matrix V V ℝ} {p q : ℕ}
    (hA : HasRange G A p) (hB : HasRange G B q) : HasRange G (A * B) (p + q) := by
  intro i j hij
  rw [Matrix.mul_apply]
  refine Finset.sum_eq_zero fun k _ => ?_
  rcases lt_or_ge (p : ℕ∞) (G.edist i k) with h | h
  · rw [hA _ _ h, zero_mul]
  · have hk : (q : ℕ∞) < G.edist k j := by
      by_contra h'
      have ht : G.edist i j ≤ G.edist i k + G.edist k j := SimpleGraph.edist_triangle
      refine absurd hij (not_lt_of_ge (ht.trans ?_))
      rw [Nat.cast_add]
      exact add_le_add h (not_lt.1 h')
    rw [hB _ _ hk, mul_zero]

/-- For a matrix of range one, the polynomial with `m` terms has no elements between sites
`2m` or more bonds apart. -/
theorem signPoly_range {G : SimpleGraph V} {Y : Matrix V V ℝ} (hY : HasRange G Y 1) (m : ℕ)
    {i j : V} (hij : ((2 * m : ℕ) : ℕ∞) ≤ G.edist i j) : signPoly m Y i j = 0 := by
  have hone : HasRange G (1 : Matrix V V ℝ) 0 := by
    intro i j h
    refine Matrix.one_apply_ne ?_
    rintro rfl
    simp at h
  have hX : HasRange G (1 - Y ^ 2) 2 := by
    intro i j h
    have h2 := hasRange_mul hY hY i j h
    have h1 := hone i j (lt_of_le_of_lt (Nat.cast_le.2 (Nat.zero_le 2)) h)
    rw [Matrix.sub_apply, pow_two, h1, h2, sub_zero]
  have hpow : ∀ k, HasRange G ((1 - Y ^ 2) ^ k) (2 * k) := by
    intro k
    induction k with
    | zero => simpa using hone
    | succ k ih =>
      rw [pow_succ]
      exact hasRange_mul ih hX
  rw [signPoly, Matrix.sum_apply]
  refine Finset.sum_eq_zero fun k hk => ?_
  have hlt : 1 + 2 * k < 2 * m := by
    have := Finset.mem_range.1 hk
    omega
  rw [Matrix.smul_apply, hasRange_mul hY (hpow k) i j (lt_of_lt_of_le (Nat.cast_lt.2 hlt) hij),
    smul_zero]
```

Without this hypothesis, a coupled dimer could be assigned a graph with no edges. Its sites would be infinitely far apart (`edist` allows this), yet \(P_{12}=1\), while \(a=b=t\) predicts zero for \(d\ge2\).

## Complete, orthonormal orbitals

The hypotheses `hC` and `hE` say that \(CC^{\mathsf T}=1\) and \(HC=C\,\mathrm{diag}(E)\). They imply that \(H\) is symmetric; conversely, `exists_orbitals` supplies such orbitals for every real symmetric \(H\). They also give \(s_m(H/b)=C\,\mathrm{diag}(s_m(E_k/b))\,C^{\mathsf T}\), through `signPoly_orbitals`, which moves the polynomial past \(C\) term by term.

```lean
lemma signPoly_orbitals {Y C : Matrix V V ℝ} {e : V → ℝ} (h : Y * C = C * diagonal e) (m : ℕ) :
    signPoly m Y * C = C * diagonal (fun k => signPoly m (e k)) := by
  have hs : SemiconjBy C (diagonal e) Y := h.symm
  ext i k
  rw [Matrix.mul_diagonal, signPoly, signPoly, Finset.sum_mul, Matrix.sum_apply, Finset.mul_sum]
  refine Finset.sum_congr rfl fun l _ => ?_
  have hp := (hs.mul_right (((SemiconjBy.one_right C).sub_right (hs.pow_right 2)).pow_right l)).eq
  have hd : diagonal e * (1 - diagonal e ^ 2) ^ l
      = diagonal (fun i => e i * (1 - e i ^ 2) ^ l) := by
    rw [Matrix.diagonal_pow, ← Matrix.diagonal_one, Matrix.diagonal_sub, Matrix.diagonal_pow,
      Matrix.diagonal_mul_diagonal]
    rfl
  rw [hd] at hp
  rw [Matrix.smul_mul, ← hp, Matrix.smul_apply, Matrix.mul_diagonal, smul_eq_mul, smul_eq_mul]
  ring

/-- Every real symmetric Hamiltonian has a complete orthonormal set of real orbitals. -/
theorem exists_orbitals {H : Matrix V V ℝ} (hH : H.IsSymm) :
    ∃ (C : Matrix V V ℝ) (E : V → ℝ), C * Cᵀ = 1 ∧ H * C = C * diagonal E := by
  have h : H.IsHermitian := by
    rw [Matrix.IsHermitian, Matrix.conjTranspose_eq_transpose_of_trivial]
    exact hH
  refine ⟨(h.eigenvectorUnitary : Matrix V V ℝ), h.eigenvalues, ?_, ?_⟩
  · have hu := Matrix.mem_unitaryGroup_iff.mp h.eigenvectorUnitary.2
    rwa [Matrix.star_eq_conjTranspose, Matrix.conjTranspose_eq_transpose_of_trivial] at hu
  · ext i k
    have hk := congrFun (h.mulVec_eigenvectorBasis k) i
    rw [Matrix.mul_diagonal, mul_comm _ (h.eigenvalues k)]
    simpa [Matrix.mul_apply, Matrix.mulVec, dotProduct,
      Matrix.IsHermitian.eigenvectorUnitary_apply] using hk
```

Normalisation is needed: multiplying the dimer's \(C\) by \(\sqrt2\) preserves `hE` but doubles its bond order to 2, above the bound of 1 at \(d=1\).

## Two different sites

The hypotheses `hd` and `hij` put the sites at least \(d\ge1\) bonds apart, so \(i\ne j\) and \(\sum_k C_{ik}C_{jk}=0\). Set \(m=\lfloor d/2\rfloor\), written `d / 2` in Lean. Then \(s_m(H/b)_{ij}=0\) too (`hF`), and both zeros can be inserted (`key`):

\[
P_{ij}=\sum_k C_{ik}C_{jk}\left[n_k-1+s_m(E_k/b)\right].
\]

Since \(n_k-1=-\operatorname{sign}E_k\), each bracket is at most \((1-E_k^2/b^2)^m\le(1-a^2/b^2)^m\) in magnitude (`hg`). Finally, \(|C_{ik}C_{jk}|\le(C_{ik}^2+C_{jk}^2)/2\), whose sum over \(k\) is 1.

```lean
/-- If `H` couples only neighbours or a site to itself, and the columns of `C` are a complete
orthonormal set of orbitals of `H` whose energies satisfy `0 < a ≤ |E| ≤ b`, the bond order between
sites at least `d ≥ 1` bonds apart is at most `(1 - a²/b²)^⌊d/2⌋` in magnitude. -/
theorem bondOrder_decay (G : SimpleGraph V) {H C : Matrix V V ℝ} {E : V → ℝ} {a b : ℝ}
    (hH : ∀ i j, H i j ≠ 0 → i = j ∨ G.Adj i j) (hC : C * Cᵀ = 1) (hE : H * C = C * diagonal E)
    (ha : 0 < a) (hab : ∀ k, a ≤ |E k| ∧ |E k| ≤ b) {i j : V} {d : ℕ} (hd : 1 ≤ d)
    (hij : (d : ℕ∞) ≤ G.edist i j) :
    |bondOrder C E i j| ≤ (1 - a ^ 2 / b ^ 2) ^ (d / 2) := by
  have hb : 0 < b := ha.trans_le ((hab i).1.trans (hab i).2)
  have hne : i ≠ j := by
    rintro rfl
    rw [SimpleGraph.edist_self] at hij
    have h0 : d ≤ 0 := by exact_mod_cast hij
    omega
  have hY : HasRange G (b⁻¹ • H) 1 := by
    intro i j h
    have h0 : H i j = 0 := by
      by_contra hn
      rcases hH i j hn with rfl | hadj
      · simp at h
      · rw [SimpleGraph.edist_eq_one_iff_adj.2 hadj] at h
        simp at h
    rw [Matrix.smul_apply, h0, smul_zero]
  have hYC : (b⁻¹ • H) * C = C * diagonal (fun k => E k / b) := by
    rw [Matrix.smul_mul, hE]
    ext i k
    simp only [Matrix.smul_apply, Matrix.mul_diagonal, smul_eq_mul]
    ring
  -- the polynomial in `H` does not connect the two sites
  have hF : ∑ k, C i k * signPoly (d / 2) (E k / b) * C j k = 0 := by
    have h : signPoly (d / 2) (b⁻¹ • H)
        = C * diagonal (fun k => signPoly (d / 2) (E k / b)) * Cᵀ := by
      rw [← signPoly_orbitals hYC, mul_assoc, hC, mul_one]
    have h0 := signPoly_range hY (d / 2)
      ((Nat.cast_le.2 (by omega : 2 * (d / 2) ≤ d)).trans hij)
    rw [h, Matrix.mul_apply] at h0
    simpa only [Matrix.mul_diagonal, Matrix.transpose_apply] using h0
  have hrow : ∀ i j, ∑ k, C i k * C j k = (1 : Matrix V V ℝ) i j := by
    intro i j
    rw [← hC, Matrix.mul_apply]
    rfl
  have hsq : ∀ i, ∑ k, C i k ^ 2 = 1 := by
    intro i
    have h := hrow i i
    rw [Matrix.one_apply_eq] at h
    simpa only [pow_two] using h
  -- so the bond order is a sum over orbitals of the polynomial's error
  have key : bondOrder C E i j = ∑ k, C i k * C j k *
      ((if E k < 0 then 2 else 0) - 1 + signPoly (d / 2) (E k / b)) := by
    have h1 := hrow i j
    rw [Matrix.one_apply_ne hne] at h1
    have h2 : bondOrder C E i j = ∑ k, C i k * (if E k < 0 then 2 else 0) * C j k := by
      rw [bondOrder, Matrix.mul_apply]
      simp only [Matrix.mul_diagonal, Matrix.transpose_apply]
    calc bondOrder C E i j = ∑ k, C i k * (if E k < 0 then 2 else 0) * C j k
          - ∑ k, C i k * C j k + ∑ k, C i k * signPoly (d / 2) (E k / b) * C j k := by
            rw [h1, hF, h2, sub_zero, add_zero]
      _ = _ := by
            rw [← Finset.sum_sub_distrib, ← Finset.sum_add_distrib]
            exact Finset.sum_congr rfl fun k _ => by ring
  have hg : ∀ k, |(if E k < 0 then (2 : ℝ) else 0) - 1 + signPoly (d / 2) (E k / b)|
      ≤ (1 - a ^ 2 / b ^ 2) ^ (d / 2) := by
    intro k
    have y0 : 0 ≤ |E k| / b := by positivity
    have y1 : |E k| / b ≤ 1 := (div_le_one hb).2 (hab k).2
    have hlow : a ^ 2 / b ^ 2 ≤ (|E k| / b) ^ 2 := by
      rw [← div_pow]
      exact pow_le_pow_left₀ (by positivity) (div_le_div_of_nonneg_right (hab k).1 hb.le) 2
    have herr := (signPoly_error (d / 2) y0 y1).trans
      (pow_le_pow_left₀ (by nlinarith) (sub_le_sub_left hlow 1) (d / 2))
    by_cases hk : E k < 0
    · rw [abs_of_neg hk, neg_div, signPoly_neg] at herr
      rw [if_pos hk]
      obtain ⟨hl, hu⟩ := abs_le.1 herr
      exact abs_le.2 ⟨by linarith, by linarith⟩
    · rw [abs_of_nonneg (not_lt.1 hk), abs_sub_comm] at herr
      rw [if_neg hk]
      obtain ⟨hl, hu⟩ := abs_le.1 herr
      exact abs_le.2 ⟨by linarith, by linarith⟩
  rw [key]
  calc _ ≤ ∑ k, |C i k * C j k *
        ((if E k < 0 then 2 else 0) - 1 + signPoly (d / 2) (E k / b))| :=
        Finset.abs_sum_le_sum_abs _ _
    _ ≤ ∑ k, (C i k ^ 2 + C j k ^ 2) / 2 * (1 - a ^ 2 / b ^ 2) ^ (d / 2) := by
        refine Finset.sum_le_sum fun k _ => ?_
        rw [abs_mul]
        refine mul_le_mul (abs_le.2 ⟨?_, ?_⟩) (hg k) (abs_nonneg _) (by positivity)
        · nlinarith [sq_nonneg (C i k + C j k)]
        · nlinarith [sq_nonneg (C i k - C j k)]
    _ = (1 - a ^ 2 / b ^ 2) ^ (d / 2) := by
        rw [← Finset.sum_mul, ← Finset.sum_div, Finset.sum_add_distrib, hsq, hsq]
        ring
```

The real-exponent form follows from \(\lfloor d/2\rfloor\ge(d-1)/2\), because the base lies between 0 and 1.

```lean
/-- For a complete orthonormal set of orbitals of `H`, with energies satisfying `0 < a ≤ |E| ≤ b`
and couplings only on sites and between neighbours, the bond order at distance at least `d ≥ 1` is
at most `(1 - a²/b²)^((d-1)/2)`. -/
theorem bondOrder_exponential (G : SimpleGraph V) {H C : Matrix V V ℝ} {E : V → ℝ} {a b : ℝ}
    (hH : ∀ i j, H i j ≠ 0 → i = j ∨ G.Adj i j) (hC : C * Cᵀ = 1) (hE : H * C = C * diagonal E)
    (ha : 0 < a) (hab : ∀ k, a ≤ |E k| ∧ |E k| ≤ b) {i j : V} {d : ℕ} (hd : 1 ≤ d)
    (hij : (d : ℕ∞) ≤ G.edist i j) :
    |bondOrder C E i j| ≤ (1 - a ^ 2 / b ^ 2) ^ (((d : ℝ) - 1) / 2) := by
  refine (bondOrder_decay G hH hC hE ha hab hd hij).trans ?_
  have hle : a ≤ b := (hab i).1.trans (hab i).2
  have hb : 0 < b := ha.trans_le hle
  have h1 : a ^ 2 / b ^ 2 ≤ 1 :=
    (div_le_one (by positivity)).2 (pow_le_pow_left₀ ha.le hle 2)
  have h0 : 0 ≤ a ^ 2 / b ^ 2 := by positivity
  have hd1 : (1 : ℝ) ≤ d := by exact_mod_cast hd
  have hd2 : (d : ℝ) ≤ 2 * ((d / 2 : ℕ) : ℝ) + 1 := by
    exact_mod_cast (by omega : d ≤ 2 * (d / 2) + 1)
  rw [← Real.rpow_natCast]
  exact Real.rpow_le_rpow_of_exponent_ge' (by linarith) (by linarith) (by linarith) (by linarith)
```

At \(d=0\) the bound would be 1 in the first form, but a single filled site has \(P_{ii}=2\).

## The dimer attains the bound

For two sites with zero site energies and coupling \(-t\), \(t>0\), the energies are \(\pm t\), so we can take \(a=b=t\). At \(d=1\) both bounds equal 1, with \(0^0=1\), and the bond order is exactly 1. This tests the bound only at \(d=1\), not its rate of decay.

```lean
/-- The dimer with coupling `-t`, `t > 0`, has orthonormal bonding and antibonding orbitals of
energies `-t` and `t`; its sites are one bond apart and their bond order is one. -/
theorem dimer_witness (t : ℝ) (ht : 0 < t) :
    let C : Matrix (Fin 2) (Fin 2) ℝ := !![(√2)⁻¹, (√2)⁻¹; (√2)⁻¹, -(√2)⁻¹]
    C * Cᵀ = 1 ∧ !![0, -t; -t, 0] * C = C * diagonal ![-t, t] ∧
      (⊤ : SimpleGraph (Fin 2)).edist 0 1 = 1 ∧ bondOrder C ![-t, t] 0 1 = 1 := by
  have hs : (√2)⁻¹ * (√2)⁻¹ = (1 / 2 : ℝ) := by
    rw [← mul_inv, Real.mul_self_sqrt (by norm_num)]
    norm_num
  generalize (√2)⁻¹ = s at hs ⊢
  intro C
  refine ⟨?_, ?_, SimpleGraph.edist_eq_one_iff_adj.2 (by simp), ?_⟩
  · ext i j
    fin_cases i <;> fin_cases j <;> simp [C, Matrix.mul_apply, Fin.sum_univ_two] <;> linarith
  · ext i j
    fin_cases i <;> fin_cases j <;>
      simp [C, Matrix.mul_apply, Fin.sum_univ_two, Matrix.diagonal_apply, mul_comm]
  · rw [bondOrder, Matrix.mul_apply, Fin.sum_univ_two, Matrix.mul_diagonal, Matrix.mul_diagonal]
    simp [C, ht, not_lt_of_ge ht.le]
    linarith

end

end GappedBondOrder
```

```lean
#print axioms GappedBondOrder.exists_orbitals
-- 'GappedBondOrder.exists_orbitals' depends on axioms: [propext, Classical.choice, Quot.sound]
#print axioms GappedBondOrder.bondOrder_exponential
-- 'GappedBondOrder.bondOrder_exponential' depends on axioms: [propext, Classical.choice, Quot.sound]
```
